# The least residual of a one-parameter step for a shifted skew-symmetric matrix

Let $A = eI + S$ with $e$ real and $S$ a real skew-symmetric matrix, and let $s$ be a real vector with $As \neq 0$. Then

$$\min_{w\in\mathbb R}\|s - wAs\|^2 = \frac{\|s\|^2\,\|Ss\|^2}{e^2\|s\|^2 + \|Ss\|^2},$$

and the minimum is attained only at $w = e\|s\|^2/(e^2\|s\|^2 + \|Ss\|^2)$. For $e = 0$ this gives $w = 0$, so the best step is no step. If moreover $S^2 = -g^2 I$ with $g > 0$, the quadratic $p(x) = (x^2 - 2ex)/(e^2+g^2) + 1$ satisfies $p(0) = 1$ and $p(A) = 0$: a single quadratic step removes the whole residual.

## The stabilising step of BiCGSTAB

If $s = f - Ay$ is the current residual of the linear system $Ay = f$, moving from $y$ to $y + ws$ changes it to $s - wAs$. The second half of an unpreconditioned BiCGSTAB iteration chooses $w$ by this minimisation, and the iteration later divides by $w$. For real matrices of the form $eI + S$, the formula shows when that half-step achieves little: when $|e|\,\|s\|$ is small compared with $\|Ss\|$.

Such matrices arise, for example, in an implicit Euler step for $\dot u = Ku$ with $K$ skew-symmetric, where the system matrix is $I - \tau K$ for time step $\tau$. The condition $S^2 = -g^2I$ describes motion with a single angular frequency: under $\dot u = Su$, every component obeys $\ddot u = -g^2u$.

## Completing the square in the step length

Skew symmetry, $S^{\mathsf T} = -S$, gives

$$s\cdot Ss = (S^{\mathsf T}s)\cdot s = -(Ss)\cdot s = -\,s\cdot Ss,$$

so $s\cdot Ss = 0$. Write $a = \|s\|^2$, $b = \|Ss\|^2$ and $D = e^2a + b$. Since $As = es + Ss$,

$$s\cdot As = ea, \qquad \|As\|^2 = e^2a + 2e\,s\cdot Ss + b = D.$$

The assumption $As \neq 0$ means $D > 0$. Expanding the squared residual and completing the square,

$$\|s - wAs\|^2 = a - 2wea + w^2D = \frac{ab}{D} + D\left(w - \frac{ea}{D}\right)^2,$$

because $a - e^2a^2/D = a(D - e^2a)/D = ab/D$. The last term is nonnegative and vanishes only at $w = ea/D$, which proves the formula and the uniqueness of the step length.

For $e = 0$ the expansion reads $a + w^2b$. If $Ss \neq 0$, every nonzero $w$ makes the residual strictly larger.

## One quadratic step against repeated linear steps

Now let $S^2 = -g^2I$ with $g > 0$. Then

$$A^2 = e^2I + 2eS - g^2I = 2eA - (e^2+g^2)I.$$

Dividing $A^2 - 2eA = -(e^2+g^2)I$ by $e^2+g^2$ and adding $I$ gives $p(A) = 0$. The quadratic step moves from $y$ to $y + (2es - As)/(e^2+g^2)$, which changes the residual $s = f - Ay$ to $p(A)s = 0$. This part does not use skew symmetry.

With skew symmetry as well, $b = Ss\cdot Ss = -\,s\cdot S^2s = g^2a$. For $s \neq 0$ the optimal step length is therefore $e/(e^2+g^2)$, and the new squared residual is

$$\frac{ab}{D} = \frac{g^2}{e^2+g^2}\,\|s\|^2.$$

The same factor applies at every step, so after $k$ steps the squared residual is $\left(g^2/(e^2+g^2)\right)^k\|s\|^2$. The factor is positive, so a nonzero residual never reaches zero this way, and for $e = 0$ it does not shrink at all.

## The Lean source

```lean
import Mathlib

open scoped Matrix Polynomial

namespace ShiftedSkewSolver

noncomputable section

variable {n : Type*} [Fintype n]

/-- The squared Euclidean norm of a real vector. -/
def sqNorm (v : n → ℝ) : ℝ := v ⬝ᵥ v

/-- The residual `s - w A s` after a one-parameter step of length `w`. -/
def residual (A : Matrix n n ℝ) (s : n → ℝ) (w : ℝ) : n → ℝ := s - w • (A *ᵥ s)

/-- The residual left by a minimal-residual step, whose length is `(s · A s) / ‖A s‖²`, for
`A s ≠ 0`. -/
def mrStep (A : Matrix n n ℝ) (s : n → ℝ) : n → ℝ :=
  residual A s ((s ⬝ᵥ (A *ᵥ s)) / sqNorm (A *ᵥ s))

/-- A nonzero vector has positive squared norm. -/
theorem sqNorm_pos {v : n → ℝ} (hv : v ≠ 0) : 0 < sqNorm v :=
  lt_of_le_of_ne (Finset.sum_nonneg fun i _ => mul_self_nonneg (v i))
    (fun h => hv (dotProduct_self_eq_zero.mp h.symm))

/-- A real skew-symmetric matrix sends every vector to an orthogonal one. -/
theorem skew_orthogonal {S : Matrix n n ℝ} (hS : Sᵀ = -S) (s : n → ℝ) :
    s ⬝ᵥ (S *ᵥ s) = 0 := by
  have h : s ⬝ᵥ (S *ᵥ s) = -(s ⬝ᵥ (S *ᵥ s)) := by
    calc s ⬝ᵥ (S *ᵥ s) = (s ᵥ* S) ⬝ᵥ s := Matrix.dotProduct_mulVec s S s
      _ = (Sᵀ *ᵥ s) ⬝ᵥ s := by rw [Matrix.mulVec_transpose]
      _ = -(s ⬝ᵥ (S *ᵥ s)) := by
        rw [hS, Matrix.neg_mulVec, neg_dotProduct, dotProduct_comm]
  linarith

variable [DecidableEq n]

/-- The shifted matrix `A = e I + S`. -/
def shifted (e : ℝ) (S : Matrix n n ℝ) : Matrix n n ℝ := e • (1 : Matrix n n ℝ) + S

/-- For skew-symmetric `S` and `A = e I + S`, the overlap `s · A s` is `e ‖s‖²`, and
`‖A s‖² = e² ‖s‖² + ‖S s‖²`. -/
theorem shifted_products {S : Matrix n n ℝ} (hS : Sᵀ = -S) (e : ℝ) (s : n → ℝ) :
    s ⬝ᵥ (shifted e S *ᵥ s) = e * sqNorm s ∧
      sqNorm (shifted e S *ᵥ s) = e ^ 2 * sqNorm s + sqNorm (S *ᵥ s) := by
  have h := skew_orthogonal hS s
  have h' : (S *ᵥ s) ⬝ᵥ s = 0 := by rw [dotProduct_comm]; exact h
  have hA : shifted e S *ᵥ s = e • s + S *ᵥ s := by
    rw [shifted, Matrix.add_mulVec, Matrix.smul_mulVec, Matrix.one_mulVec]
  rw [hA]
  simp only [sqNorm, add_dotProduct, dotProduct_add, smul_dotProduct, dotProduct_smul,
    smul_eq_mul]
  constructor
  · linear_combination h
  · linear_combination e * h + e * h'

/-- For skew-symmetric `S`, the squared residual of `e I + S` is an explicit quadratic in
the step length `w`. -/
theorem sqNorm_residual {S : Matrix n n ℝ} (hS : Sᵀ = -S) (e : ℝ) (s : n → ℝ) (w : ℝ) :
    sqNorm (residual (shifted e S) s w) =
      sqNorm s - 2 * w * e * sqNorm s + w ^ 2 * (e ^ 2 * sqNorm s + sqNorm (S *ᵥ s)) := by
  obtain ⟨h, h2⟩ := shifted_products hS e s
  have h' : (shifted e S *ᵥ s) ⬝ᵥ s = e * sqNorm s := by rw [dotProduct_comm]; exact h
  rw [← h2]
  simp only [residual, sqNorm, sub_dotProduct, dotProduct_sub, smul_dotProduct,
    dotProduct_smul, smul_eq_mul] at h h' ⊢
  linear_combination (-w) * h - w * h'

/-- Let `S` be skew-symmetric, `A = e I + S` and `A s ≠ 0`. The least value of `‖s - w A s‖²`
over real `w` is `‖s‖² ‖S s‖² / (e² ‖s‖² + ‖S s‖²)`, attained exactly at
`w = e ‖s‖² / (e² ‖s‖² + ‖S s‖²)`. -/
theorem minimal_residual {S : Matrix n n ℝ} (hS : Sᵀ = -S) (e : ℝ) (s : n → ℝ)
    (hs : shifted e S *ᵥ s ≠ 0) :
    IsLeast (Set.range fun w : ℝ => sqNorm (residual (shifted e S) s w))
        (sqNorm s * sqNorm (S *ᵥ s) / (e ^ 2 * sqNorm s + sqNorm (S *ᵥ s))) ∧
      ∀ w : ℝ, sqNorm (residual (shifted e S) s w) =
          sqNorm s * sqNorm (S *ᵥ s) / (e ^ 2 * sqNorm s + sqNorm (S *ᵥ s)) ↔
        w = e * sqNorm s / (e ^ 2 * sqNorm s + sqNorm (S *ᵥ s)) := by
  have hD : 0 < e ^ 2 * sqNorm s + sqNorm (S *ᵥ s) := by
    rw [← (shifted_products hS e s).2]
    exact sqNorm_pos hs
  have hne := hD.ne'
  -- complete the square in the step length
  have key : ∀ w : ℝ, sqNorm (residual (shifted e S) s w) =
      sqNorm s * sqNorm (S *ᵥ s) / (e ^ 2 * sqNorm s + sqNorm (S *ᵥ s)) +
        (e ^ 2 * sqNorm s + sqNorm (S *ᵥ s)) *
          (w - e * sqNorm s / (e ^ 2 * sqNorm s + sqNorm (S *ᵥ s))) ^ 2 := by
    intro w
    have alg : ∀ a b D : ℝ, D ≠ 0 → D = e ^ 2 * a + b →
        a - 2 * w * e * a + w ^ 2 * D = a * b / D + D * (w - e * a / D) ^ 2 := by
      intro a b D h0 h1
      have hb : b = D - e ^ 2 * a := by linarith
      rw [hb]
      field_simp
      ring
    rw [sqNorm_residual hS]
    exact alg _ _ _ hne rfl
  refine ⟨⟨⟨_, (key (e * sqNorm s / (e ^ 2 * sqNorm s + sqNorm (S *ᵥ s)))).trans
    (by simp)⟩, ?_⟩, ?_⟩
  · rintro _ ⟨w, rfl⟩
    show _ ≤ sqNorm (residual (shifted e S) s w)
    rw [key w]
    exact le_add_of_nonneg_right (mul_nonneg hD.le (sq_nonneg _))
  · intro w
    rw [key w]
    constructor
    · intro h
      rcases mul_eq_zero.mp (add_eq_left.mp h) with h1 | h1
      · exact absurd h1 hne
      · exact sub_eq_zero.mp ((pow_eq_zero_iff two_ne_zero).mp h1)
    · intro h
      rw [h]
      simp

/-- Without a shift (`e = 0`), if `S` is skew-symmetric and `S s ≠ 0`, every nonzero step
length strictly increases the residual norm. -/
theorem stagnation {S : Matrix n n ℝ} (hS : Sᵀ = -S) {s : n → ℝ} (hs : S *ᵥ s ≠ 0)
    {w : ℝ} (hw : w ≠ 0) : sqNorm s < sqNorm (residual S s w) := by
  have h := sqNorm_residual hS 0 s w
  rw [show shifted 0 S = S by simp [shifted]] at h
  have hp : 0 < w ^ 2 * sqNorm (S *ᵥ s) := mul_pos (by positivity) (sqNorm_pos hs)
  rw [h]
  linarith

/-- The quadratic `p(x) = (x² - 2 e x) / (e² + g²) + 1`, for `e` and `g` not both zero. -/
def quadraticStep (e g : ℝ) : ℝ[X] :=
  Polynomial.C (1 / (e ^ 2 + g ^ 2)) * Polynomial.X ^ 2 +
    Polynomial.C (-(2 * e) / (e ^ 2 + g ^ 2)) * Polynomial.X + Polynomial.C 1

/-- If `S² = -g² I` with `g > 0`, the polynomial `quadraticStep e g` has degree two, equals
one at zero, and annihilates `A = e I + S`. -/
theorem quadratic_annihilates {S : Matrix n n ℝ} (e : ℝ) {g : ℝ} (hg : 0 < g)
    (h : S * S = (-g ^ 2) • (1 : Matrix n n ℝ)) :
    (quadraticStep e g).natDegree = 2 ∧ (quadraticStep e g).eval 0 = 1 ∧
      Polynomial.aeval (shifted e S) (quadraticStep e g) = 0 := by
  have hD : e ^ 2 + g ^ 2 ≠ 0 := by positivity
  refine ⟨Polynomial.natDegree_quadratic (one_div_ne_zero hD), by simp [quadraticStep], ?_⟩
  -- the quadratic relation satisfied by the shifted matrix
  have hA : shifted e S * shifted e S =
      (2 * e) • shifted e S - (e ^ 2 + g ^ 2) • (1 : Matrix n n ℝ) := by
    have h1 : shifted e S * shifted e S =
        (e ^ 2) • (1 : Matrix n n ℝ) + (2 * e) • S + S * S := by
      simp only [shifted, add_mul, mul_add, smul_mul_assoc, mul_smul_comm, one_mul, mul_one]
      module
    rw [h1, h, shifted]
    module
  simp only [quadraticStep, map_add, map_mul, map_pow, Polynomial.aeval_C,
    Polynomial.aeval_X, Algebra.algebraMap_eq_smul_one, smul_mul_assoc, one_mul]
  rw [pow_two (shifted e S), hA, smul_sub, smul_smul, smul_smul, one_div_mul_cancel hD]
  module

/-- If `S` is skew-symmetric with `S² = -g² I` and `g > 0`, one minimal-residual step for
`e I + S` multiplies the squared residual norm by exactly `g² / (e² + g²)`. -/
theorem sqNorm_mrStep {S : Matrix n n ℝ} (hS : Sᵀ = -S) (e : ℝ) {g : ℝ} (hg : 0 < g)
    (h : S * S = (-g ^ 2) • (1 : Matrix n n ℝ)) (s : n → ℝ) :
    sqNorm (mrStep (shifted e S) s) = g ^ 2 / (e ^ 2 + g ^ 2) * sqNorm s := by
  by_cases hs : s = 0
  · simp [hs, mrStep, residual, sqNorm]
  have ha : sqNorm s ≠ 0 := (sqNorm_pos hs).ne'
  have hD : e ^ 2 + g ^ 2 ≠ 0 := by positivity
  -- S stretches every vector by the factor g
  have hb : sqNorm (S *ᵥ s) = g ^ 2 * sqNorm s := by
    unfold sqNorm
    rw [Matrix.dotProduct_mulVec, ← Matrix.mulVec_transpose, hS, Matrix.neg_mulVec,
      Matrix.mulVec_mulVec, h, Matrix.smul_mulVec, Matrix.one_mulVec, neg_dotProduct,
      smul_dotProduct, smul_eq_mul]
    ring
  have hw : e * sqNorm s / (e ^ 2 * sqNorm s + g ^ 2 * sqNorm s) = e / (e ^ 2 + g ^ 2) := by
    rw [← add_mul]
    exact mul_div_mul_right _ _ ha
  rw [mrStep, sqNorm_residual hS, (shifted_products hS e s).1, (shifted_products hS e s).2,
    hb, hw]
  field_simp
  ring

/-- If `S` is skew-symmetric with `S² = -g² I` and `g > 0`, then `k` minimal-residual steps
for `e I + S` multiply the squared residual norm by exactly `(g² / (e² + g²))ᵏ`. -/
theorem sqNorm_mrStep_iterate {S : Matrix n n ℝ} (hS : Sᵀ = -S) (e : ℝ) {g : ℝ}
    (hg : 0 < g) (h : S * S = (-g ^ 2) • (1 : Matrix n n ℝ)) (s : n → ℝ) (k : ℕ) :
    sqNorm ((mrStep (shifted e S))^[k] s) = (g ^ 2 / (e ^ 2 + g ^ 2)) ^ k * sqNorm s := by
  induction k with
  | zero => simp
  | succ k ih =>
    rw [Function.iterate_succ_apply', sqNorm_mrStep hS e hg h, ih, pow_succ]
    ring

/-- The plane rotation generator with rate `g` is skew-symmetric and squares to `-g² I`. -/
theorem rotation_witness (g : ℝ) :
    (!![0, -g; g, 0] : Matrix (Fin 2) (Fin 2) ℝ)ᵀ = -!![0, -g; g, 0] ∧
      (!![0, -g; g, 0] : Matrix (Fin 2) (Fin 2) ℝ) * !![0, -g; g, 0] =
        (-g ^ 2) • (1 : Matrix (Fin 2) (Fin 2) ℝ) := by
  constructor
  · ext i j
    fin_cases i <;> fin_cases j <;> simp
  · ext i j
    fin_cases i <;> fin_cases j <;> simp [Matrix.mul_apply, Fin.sum_univ_succ] <;> ring

end

end ShiftedSkewSolver
```

```lean
#print axioms ShiftedSkewSolver.stagnation
-- 'ShiftedSkewSolver.stagnation' depends on axioms: [propext, Classical.choice, Quot.sound]
#print axioms ShiftedSkewSolver.quadratic_annihilates
-- 'ShiftedSkewSolver.quadratic_annihilates' depends on axioms: [propext, Classical.choice, Quot.sound]
#print axioms ShiftedSkewSolver.sqNorm_mrStep
-- 'ShiftedSkewSolver.sqNorm_mrStep' depends on axioms: [propext, Classical.choice, Quot.sound]
#print axioms ShiftedSkewSolver.sqNorm_mrStep_iterate
-- 'ShiftedSkewSolver.sqNorm_mrStep_iterate' depends on axioms: [propext, Classical.choice, Quot.sound]
```

## From the Lean statements to a solver

Vectors are functions `n → ℝ` on a finite index type, and `sqNorm v` is the dot product of `v` with itself, the squared Euclidean norm. `shifted e S` is $A$, `residual A s w` is $s - wAs$, and `hS : Sᵀ = -S` is skew symmetry. `mrStep` takes the step length from the two inner products a code would compute, $(s\cdot As)/\|As\|^2$.

In `minimal_residual`, `IsLeast` applied to the range over `w` says that the stated value is a lower bound and is attained; the equivalence after it identifies the only minimiser. `stagnation` covers the unshifted case. In `quadratic_annihilates`, `quadraticStep e g` is a polynomial over ℝ, and `aeval` substitutes the matrix into it. `sqNorm_mrStep` and `sqNorm_mrStep_iterate` give the reduction for one step and for `k` steps.

The proofs follow the calculation above:

- `skew_orthogonal` moves $S$ across the dot product, and `shifted_products` supplies the two inner products.
- `sqNorm_residual` expands the square, with `linear_combination` collecting the terms.
- Inside `minimal_residual`, `key` is the completed square. `sqNorm_pos` makes its leading coefficient positive, which yields both the bound and uniqueness.
- `hA` in `quadratic_annihilates` is the relation for $A^2$; substituting it makes the polynomial vanish.
- `hb` in `sqNorm_mrStep` is $\|Ss\|^2 = g^2\|s\|^2$. The zero vector is treated separately, and induction on `k` extends the result to repeated steps.
- `rotation_witness` checks entry by entry that the $2\times2$ rotation generator is skew-symmetric and squares to $-g^2I$, a concrete example for any $g > 0$.

The statements concern real numbers, not floating-point values, so they give no bound on rounding error. They treat the residual update alone, without the search directions of BiCGSTAB, a preconditioner or complex matrices. The quadratic is built from known $e$ and $g$; if they are unknown and $S$ is also skew-symmetric, one product $As$ with $s \neq 0$ gives them, through $e = s\cdot As/\|s\|^2$ and $e^2+g^2 = \|As\|^2/\|s\|^2$. A larger skew-symmetric $S$ can have several frequencies, and for such an $S$ the file provides the one-step minimum but neither an annihilating quadratic nor a fixed reduction factor.
